# Powers of J₊ and their commutators with J₋ relax at rate γL(L+1)/2 under the isotropic spin dissipator

Let Jx, Jy, Jz be elements of a complex algebra with [Jx, Jy] = iJz and cyclic permutations (ħ = 1), and put J± = Jx ± iJy and J² = Σₖ JₖJₖ with k = x, y, z. For natural L and n, let T be (J₊)^L commuted n times with J₋. Then

Σₖ [Jₖ, [Jₖ, T]] = L(L+1) T

Σₖ Jₖ T Jₖ = (J² − L(L+1)/2) T

If the algebra is normed, then for real γ and time t the curve ρ(t) = exp(−γL(L+1)t/2) T solves

dρ/dt = γ Σₖ (Jₖ ρ Jₖ − ½{Jₖ², ρ})

For a single spin with no Hamiltonian and this particular dissipator, whose jump operators √γ Jₖ are linear in J, this gives rate γ for orientation (L = 1) and, for spin j ≥ 1, rate 3γ for alignment (L = 2). The ratio 1 : 3 belongs to this model and does not follow from isotropy alone: the rotation-invariant generator ρ ↦ γ(tr(ρ)·1/(2j+1) − ρ) damps all L ≥ 1 at the same rate.

## Operators and conventions

In Lean 4 with Mathlib:

```lean
import Mathlib

open Complex

namespace MultipoleRelaxation

noncomputable section

variable {A : Type*} [Ring A] [Algebra ℂ A]

/-- The commutator `[a, T] = aT - Ta`. -/
def ad (a T : A) : A := a * T - T * a

/-- Angular momentum commutation relations `[Jx, Jy] = i Jz` and cyclic permutations. -/
structure IsAngMom (J : Fin 3 → A) : Prop where
  xy : ad (J 0) (J 1) = I • J 2
  yz : ad (J 1) (J 2) = I • J 0
  zx : ad (J 2) (J 0) = I • J 1
```

`A` is any associative unital complex algebra, `ad a T` is [a, T], and `J 0`, `J 1`, `J 2` are Jx, Jy, Jz. `IsAngMom J` assumes the three commutators, which say that J generates rotations. It requires no self-adjointness, representation or dimension.

```lean
/-- The raising operator `J₊ = Jx + i Jy`. -/
def raise (J : Fin 3 → A) : A := J 0 + I • J 1

/-- The lowering operator `J₋ = Jx - i Jy`. -/
def lower (J : Fin 3 → A) : A := J 0 - I • J 1

/-- The squared angular momentum `J² = ∑ₖ Jk Jk`. -/
def casimir (J : Fin 3 → A) : A := ∑ k, J k * J k

/-- The double commutator `∑ₖ [Jk, [Jk, T]]`. -/
def doubleComm (J : Fin 3 → A) (T : A) : A := ∑ k, ad (J k) (ad (J k) T)

/-- The sandwich sum `∑ₖ Jk T Jk`. -/
def sandwich (J : Fin 3 → A) (T : A) : A := ∑ k, J k * T * J k
```

Write D(T) for `doubleComm J T`, the sum Σₖ [Jₖ, [Jₖ, T]], and S(T) for `sandwich J T`, the sum Σₖ Jₖ T Jₖ.

```lean
/-- Unnormalised rank-`L` multipole components: `(J₊)^L` commuted `n` times with `J₋`. -/
def multipole (J : Fin 3 → A) (L : ℕ) : ℕ → A
  | 0 => raise J ^ L
  | n + 1 => ad (lower J) (multipole J L n)
```

`multipole J L n` is T(L,n), with T(L,0) = (J₊)^L and T(L,n+1) = [J₋, T(L,n)]. For L = 1 the first three are J₊, −2Jz and −2J₋, multiples of the usual spherical components −J₊/√2, Jz and J₋/√2. All identities are linear in T, so the scale does not affect them. The word "rank" refers to the eigenvalue L(L+1) of D; matrix elements and Clebsch–Gordan coefficients, the content of the Wigner–Eckart theorem, do not enter.

```lean
/-- The isotropic Lindblad dissipator `γ ∑ₖ (Jk ρ Jk - ½ {Jk², ρ})`. -/
def dissipator (γ : ℝ) (J : Fin 3 → A) (ρ : A) : A :=
  (γ : ℂ) • ∑ k, (J k * ρ * J k - (1 / 2 : ℂ) • (J k * J k * ρ + ρ * (J k * J k)))

/-- The rate `γ L (L + 1) / 2`. -/
def relaxRate (γ : ℝ) (L : ℕ) : ℝ := γ * L * (L + 1) / 2

/-- The Cartesian spin-1 matrices `(Jk)ᵢⱼ = -i ε_kij`. -/
def spinOne : Fin 3 → Matrix (Fin 3) (Fin 3) ℂ :=
  ![!![0, 0, 0; 0, 0, -I; 0, I, 0], !![0, 0, I; 0, 0, 0; -I, 0, 0],
    !![0, -I, 0; I, 0, 0; 0, 0, 0]]
```

For self-adjoint Jₖ and γ ≥ 0, `dissipator γ J ρ` is the Lindblad form with jump operators √γ Jₖ. The postulated constant γ is the noise strength, equal along the three axes, as for an isotropic white-noise magnetic field; the file allows any real value.

## (a) The weight of (J₊)^L

Show that [Jz, (J₊)^L] = L(J₊)^L.

First,

[Jz, J₊] = [Jz, Jx] + i[Jz, Jy] = iJy + i(−iJx) = J₊

For L = 0 both sides vanish. If the claim holds for the power n, the product rule gives

[Jz, (J₊)^(n+1)] = [Jz, (J₊)^n] J₊ + (J₊)^n [Jz, J₊] = (n+1)(J₊)^(n+1)

In the proof `h1` is the first line, and `ih * raise J + raise J ^ n * h1` is the product rule.

```lean
/-- `[Jz, (J₊)^L] = L (J₊)^L`. -/
theorem ad_z_raise_pow {J : Fin 3 → A} (hJ : IsAngMom J) (L : ℕ) :
    ad (J 2) (raise J ^ L) = (L : ℂ) • raise J ^ L := by
  have h1 : ad (J 2) (raise J) = raise J := by
    linear_combination (norm := skip) hJ.zx - I • hJ.yz
    simp only [ad, raise, mul_add, add_mul, smul_mul_assoc, mul_smul_comm]
    match_scalars <;> first | ring1 | (ring_nf; simp)
  induction L with
  | zero => simp [ad]
  | succ n ih =>
    rw [pow_succ]
    push_cast
    -- Leibniz rule for the commutator
    linear_combination (norm := skip) ih * raise J + raise J ^ n * h1
    simp only [ad, mul_sub, sub_mul, smul_mul_assoc, mul_assoc]
    module
```

## (b) Rotational invariance of the sandwich sum

Show that [Jₖ, S(T)] = S([Jₖ, T]) for every k and every T.

Take k = x. The product rule gives S([Jx, T]) plus the terms in which Jx acts on an outer factor. With [Jx, Jy] = iJz and [Jx, Jz] = −iJy these are

iJz T Jy + iJy T Jz − iJy T Jz − iJz T Jy = 0

The cases y and z follow by cyclic relabelling. The four terms of the `linear_combination` in `h0` are these four insertions; `h1` and `h2` treat y and z.

```lean
/-- The sandwich sum commutes with taking the commutator with any component `Jk`. -/
theorem ad_sandwich {J : Fin 3 → A} (hJ : IsAngMom J) (k : Fin 3) (T : A) :
    ad (J k) (sandwich J T) = sandwich J (ad (J k) T) := by
  have h0 : ad (J 0) (sandwich J T) = sandwich J (ad (J 0) T) := by
    linear_combination (norm := skip) hJ.xy * T * J 1 + J 1 * T * hJ.xy
      - hJ.zx * T * J 2 - J 2 * T * hJ.zx
    simp only [ad, sandwich, Fin.sum_univ_three, mul_add, add_mul, mul_sub, sub_mul,
      smul_mul_assoc, mul_smul_comm, mul_assoc]
    module
  have h1 : ad (J 1) (sandwich J T) = sandwich J (ad (J 1) T) := by
    linear_combination (norm := skip) hJ.yz * T * J 2 + J 2 * T * hJ.yz
      - hJ.xy * T * J 0 - J 0 * T * hJ.xy
    simp only [ad, sandwich, Fin.sum_univ_three, mul_add, add_mul, mul_sub, sub_mul,
      smul_mul_assoc, mul_smul_comm, mul_assoc]
    module
  have h2 : ad (J 2) (sandwich J T) = sandwich J (ad (J 2) T) := by
    linear_combination (norm := skip) hJ.zx * T * J 0 + J 0 * T * hJ.zx
      - hJ.yz * T * J 1 - J 1 * T * hJ.yz
    simp only [ad, sandwich, Fin.sum_univ_three, mul_add, add_mul, mul_sub, sub_mul,
      smul_mul_assoc, mul_smul_comm, mul_assoc]
    module
  fin_cases k
  exacts [h0, h1, h2]
```

## (c) J² commutes with each component

Show that J²Jₖ = JₖJ².

Set T = 1 in (b). Since S(1) = J² and [Jₖ, 1] = 0, one finds [Jₖ, J²] = S(0) = 0. The proof instantiates `ad_sandwich hJ k 1` and simplifies.

```lean
/-- `J²` commutes with every component `Jk`. -/
theorem casimir_commute {J : Fin 3 → A} (hJ : IsAngMom J) (k : Fin 3) :
    Commute (casimir J) (J k) := by
  -- `J²` is the sandwich sum of the identity
  have h := ad_sandwich hJ k 1
  simp only [ad, sandwich, mul_one, one_mul, sub_self, mul_zero, zero_mul,
    Finset.sum_const_zero] at h
  exact (sub_eq_zero.mp h).symm
```

## (d) Expansion of the double commutator

For an arbitrary triple J, show that D(T) = J²T + TJ² − 2S(T).

Each term expands as

[Jₖ, [Jₖ, T]] = Jₖ²T − 2JₖTJₖ + TJₖ²

and the sum over k gives the claim. No commutation relation is used, and `module` compares the coefficients of the products.

```lean
/-- For any triple `J` and any `T`, `∑ₖ [Jk, [Jk, T]] = J² T + T J² - 2 ∑ₖ Jk T Jk`. -/
theorem doubleComm_eq (J : Fin 3 → A) (T : A) :
    doubleComm J T = casimir J * T + T * casimir J - (2 : ℂ) • sandwich J T := by
  simp only [doubleComm, casimir, sandwich, ad, Fin.sum_univ_three, mul_add, add_mul,
    mul_sub, sub_mul, mul_assoc]
  module
```

## (e) Highest-weight operators

Let ℓ be complex, [Jz, T] = ℓT and [J₊, T] = 0. Show that D(T) = ℓ(ℓ+1)T.

Commute the second condition with J₋:

0 = [J₋, [J₊, T]] = [Jx, [Jx, T]] + [Jy, [Jy, T]] + i([Jx, [Jy, T]] − [Jy, [Jx, T]])

By the Jacobi identity the last bracket is [[Jx, Jy], T] = i[Jz, T] = iℓT. The x and y terms therefore sum to ℓT, while [Jz, [Jz, T]] = ℓ²T. In the combination, the terms with `hp` form [J₋, [J₊, T]], those with `hJ.xy` are the Jacobi step, the lone `hz` gives ℓT, and the remaining `hz` terms give ℓ²T.

```lean
/-- If `[Jz, T] = ℓ T` and `[J₊, T] = 0`, then `∑ₖ [Jk, [Jk, T]] = ℓ (ℓ + 1) T`. -/
theorem doubleComm_highest_weight {J : Fin 3 → A} (hJ : IsAngMom J) {T : A} {l : ℂ}
    (hz : ad (J 2) T = l • T) (hp : ad (raise J) T = 0) :
    doubleComm J T = (l * (l + 1)) • T := by
  -- the x and y terms reduce to `-i [[Jx, Jy], T] = [Jz, T]`, the z term gives `ℓ² T`
  linear_combination (norm := skip) J 0 * hp - hp * J 0 - I • (J 1 * hp - hp * J 1)
    - I • (hJ.xy * T - T * hJ.xy) + hz + (J 2 * hz - hz * J 2) + l • hz
  simp only [doubleComm, ad, raise, Fin.sum_univ_three, mul_add, add_mul, mul_sub, sub_mul,
    smul_mul_assoc, mul_smul_comm, mul_assoc, mul_zero, zero_mul]
  match_scalars <;> first | ring1 | (ring_nf; simp)
```

## (f) Both identities for (J₊)^L

Show that T = (J₊)^L satisfies D(T) = L(L+1)T and S(T) = (J² − L(L+1)/2)T.

J₊ commutes with its powers, so (a) and (e) with ℓ = L give the first identity (`hp`, `h1`). By (c), J² commutes with J₊ and hence with T (`hr`, `hc`), and (d) (`h2`) gives

S(T) = ½(J²T + TJ² − D(T)) = J²T − ½L(L+1)T

The slip to avoid is replacing TJ² by J²T for every T that satisfies (e). The hypotheses of (e) do not contain [J², T] = 0: with orbital angular momentum, multiplication by x + iy in Cartesian coordinates meets them with ℓ = 1 but changes the orbital quantum number. Here the step is justified because T is built from J itself.

```lean
/-- For `T = (J₊)^L`: `∑ₖ [Jk, [Jk, T]] = L (L + 1) T` and
`∑ₖ Jk T Jk = (J² - L (L + 1) / 2) T`. -/
theorem raise_pow_rank {J : Fin 3 → A} (hJ : IsAngMom J) (L : ℕ) :
    doubleComm J (raise J ^ L) = ((L : ℂ) * (L + 1)) • raise J ^ L ∧
    sandwich J (raise J ^ L)
      = (casimir J - ((L : ℂ) * (L + 1) / 2) • (1 : A)) * raise J ^ L := by
  have hp : ad (raise J) (raise J ^ L) = 0 :=
    sub_eq_zero.mpr ((Commute.refl (raise J)).pow_right L).eq
  have h1 := doubleComm_highest_weight hJ (ad_z_raise_pow hJ L) hp
  have h2 := doubleComm_eq J (raise J ^ L)
  have hr : Commute (casimir J) (raise J) :=
    (casimir_commute hJ 0).add_right ((casimir_commute hJ 1).smul_right I)
  have hc := (hr.pow_right L).eq
  refine ⟨h1, ?_⟩
  rw [sub_mul, smul_mul_assoc, one_mul]
  linear_combination (norm := module) (1 / 2 : ℂ) • h2 - (1 / 2 : ℂ) • h1 - (1 / 2 : ℂ) • hc
```

## (g) All components T(L,n)

Show both identities for T(L,n), for all L and n.

Put C = J² − L(L+1)/2 and prove by induction on n that J² commutes with T(L,n) and S(T(L,n)) = C T(L,n). The case n = 0 is (f). By linearity (b) also holds with J₋ in place of Jₖ (`hs`), and J² commutes with J₋ (`hm`), hence so does C, so

S(T(L,n+1)) = [J₋, S(T(L,n))] = [J₋, C T(L,n)] = C T(L,n+1)

J² commutes with J₋ and T(L,n), hence with their commutator. This pair of statements is `key`. Finally (d) gives

D(T(L,n)) = 2J²T(L,n) − 2C T(L,n) = L(L+1)T(L,n)

The theorem does not say that T(L,n) is nonzero. At L = 0 one has T(0,0) = 1 and T(0,1) = 0, and in a spin-j representation (J₊)^L vanishes for L > 2j.

```lean
/-- Every component `T` obtained from `(J₊)^L` by repeated commutators with `J₋` satisfies
`∑ₖ [Jk, [Jk, T]] = L (L + 1) T` and `∑ₖ Jk T Jk = (J² - L (L + 1) / 2) T`. -/
theorem multipole_rank {J : Fin 3 → A} (hJ : IsAngMom J) (L n : ℕ) :
    doubleComm J (multipole J L n) = ((L : ℂ) * (L + 1)) • multipole J L n ∧
    sandwich J (multipole J L n)
      = (casimir J - ((L : ℂ) * (L + 1) / 2) • (1 : A)) * multipole J L n := by
  have hr : Commute (casimir J) (raise J) :=
    (casimir_commute hJ 0).add_right ((casimir_commute hJ 1).smul_right I)
  have hm : Commute (casimir J) (lower J) :=
    (casimir_commute hJ 0).sub_right ((casimir_commute hJ 1).smul_right I)
  -- the sandwich sum commutes with `[J₋, ·]`
  have hs : ∀ T : A, ad (lower J) (sandwich J T) = sandwich J (ad (lower J) T) := by
    intro T
    linear_combination (norm := skip) ad_sandwich hJ 0 T - I • ad_sandwich hJ 1 T
    simp only [ad, lower, sandwich, Fin.sum_univ_three, mul_add, add_mul, mul_sub, sub_mul,
      smul_mul_assoc, mul_smul_comm, mul_assoc]
    module
  have key : Commute (casimir J) (multipole J L n) ∧ sandwich J (multipole J L n)
      = (casimir J - ((L : ℂ) * (L + 1) / 2) • (1 : A)) * multipole J L n := by
    induction n with
    | zero => exact ⟨hr.pow_right L, (raise_pow_rank hJ L).2⟩
    | succ n ih =>
      refine ⟨(hm.mul_right ih.1).sub_right (ih.1.mul_right hm), ?_⟩
      simp only [multipole]
      rw [← hs, ih.2]
      linear_combination (norm := skip) hm.symm.eq * multipole J L n
      simp only [ad, mul_sub, sub_mul, smul_mul_assoc, mul_smul_comm, mul_assoc, one_mul]
      module
  refine ⟨?_, key.2⟩
  rw [doubleComm_eq, key.2, ← key.1.eq, sub_mul, smul_mul_assoc, one_mul]
  module
```

## (h) The dissipator as a double commutator

For any triple J and any ρ, show that the dissipator equals −(γ/2)D(ρ).

From the expansion in (d),

−½[Jₖ, [Jₖ, ρ]] = JₖρJₖ − ½(Jₖ²ρ + ρJₖ²)

Summing over k and multiplying by γ finishes the argument; the proof repeats this expansion.

```lean
/-- The isotropic dissipator is `-γ/2` times the double commutator `∑ₖ [Jk, [Jk, ρ]]`. -/
theorem dissipator_eq (γ : ℝ) (J : Fin 3 → A) (ρ : A) :
    dissipator γ J ρ = (-(γ : ℂ) / 2) • doubleComm J ρ := by
  simp only [dissipator, doubleComm, ad, Fin.sum_univ_three, mul_sub, sub_mul, mul_assoc]
  module
```

## (i) Exponential decay

In a normed algebra `B`, put Γ = γL(L+1)/2, which is `relaxRate γ L`. Show that ρ(t) = exp(−Γt) T(L,n) solves the master equation at every real t.

Differentiation gives dρ/dt = −Γρ. By (h), linearity of D (`hs`) and (g),

−(γ/2)D(ρ) = −(γ/2)L(L+1)ρ = −Γρ

`HasDerivAt` says that the derivative exists in the norm of `B` and equals the dissipator at ρ(t); `h` is the derivative of the exponential, and `ring` matches the two scalars. The norm suits spin matrices and excludes unbounded operators. The curve is one mode of the linear equation. For spin matrices and L ≥ 1 it is traceless and hence not a density matrix; for L = 0, n = 0 it is the constant identity, a multiple of the maximally mixed state. Uniqueness of solutions and the expansion of a general state in the T(L,n) are left unproved.

```lean
/-- For `T = multipole J L n` in a normed complex algebra, the curve `ρ(t) = exp(-γ L (L + 1) t / 2)
T` solves the master equation `dρ/dt = γ ∑ₖ (Jk ρ Jk - ½ {Jk², ρ})`. -/
theorem multipole_decay {B : Type*} [NormedRing B] [NormedAlgebra ℂ B] {J : Fin 3 → B}
    (hJ : IsAngMom J) (γ : ℝ) (L n : ℕ) (t : ℝ) :
    HasDerivAt (fun s : ℝ => (Real.exp (-relaxRate γ L * s) : ℂ) • multipole J L n)
      (dissipator γ J ((Real.exp (-relaxRate γ L * t) : ℂ) • multipole J L n)) t := by
  have hs : ∀ (c : ℂ) (T : B), doubleComm J (c • T) = c • doubleComm J T := by
    intro c T
    simp only [doubleComm, ad, Fin.sum_univ_three, mul_sub, sub_mul, smul_mul_assoc,
      mul_smul_comm, mul_assoc]
    module
  have h := (((hasDerivAt_id' t).const_mul (-relaxRate γ L)).exp.ofReal_comp).smul_const
    (multipole J L n)
  refine h.congr_deriv ?_
  rw [dissipator_eq, hs, (multipole_rank hJ L n).1]
  match_scalars
  simp only [relaxRate]
  push_cast
  ring
```

## (j) A spin-1 example with (J₊)² ≠ 0

Show that the matrices (Jₖ)ₐᵦ = −iε(k,a,β), with ε the Levi-Civita symbol and all indices counted 0, 1, 2, obey the relations and have (J₊)² ≠ 0.

The product JxJy has the single nonzero entry −1 at position (1,0), and JyJx has −1 at (0,1). The commutator thus has +1 at (0,1) and −1 at (1,0), which is iJz; the other two relations are cyclic images. J₊ has rows (0, 0, −1), (0, 0, −i), (1, i, 0), so (J₊)² has rows

(−1, −i, 0), (−i, 1, 0), (0, 0, 0)

and (J₊)²/2 has unit Hilbert–Schmidt norm. The proof checks the commutators entry by entry and refutes (J₊)² = 0 at the entry (0,0) through `h00`.

```lean
/-- The Cartesian spin-1 matrices form an angular momentum triple with `(J₊)² ≠ 0`. -/
theorem angMom_witness : IsAngMom spinOne ∧ raise spinOne ^ 2 ≠ 0 := by
  refine ⟨⟨?_, ?_, ?_⟩, fun h => ?_⟩
  · ext i j
    simp only [ad, Matrix.sub_apply, Matrix.mul_apply, Fin.sum_univ_three]
    fin_cases i <;> fin_cases j <;> simp [spinOne]
  · ext i j
    simp only [ad, Matrix.sub_apply, Matrix.mul_apply, Fin.sum_univ_three]
    fin_cases i <;> fin_cases j <;> simp [spinOne]
  · ext i j
    simp only [ad, Matrix.sub_apply, Matrix.mul_apply, Fin.sum_univ_three]
    fin_cases i <;> fin_cases j <;> simp [spinOne]
  · have h00 := congrFun (congrFun h 0) 0
    simp only [pow_two, Matrix.mul_apply, Fin.sum_univ_three] at h00
    simp [raise, spinOne] at h00

end

end MultipoleRelaxation
```
```lean
#print axioms MultipoleRelaxation.dissipator_eq
-- 'MultipoleRelaxation.dissipator_eq' depends on axioms: [propext, Classical.choice, Quot.sound]
#print axioms MultipoleRelaxation.multipole_decay
-- 'MultipoleRelaxation.multipole_decay' depends on axioms: [propext, Classical.choice, Quot.sound]
```
